# For a symmetric observable, the extrapolated estimator has an error of order $e^2$ along $\psi=\varphi+e\chi$

## A straight line of trial states

To say that an error is of second order, one must first say what is small. Here the trial state $\psi$ moves along a straight line through the target state $\varphi$,
$$\psi = \varphi + e\,\chi,\qquad \|\varphi\|=1,\qquad \langle\varphi,\chi\rangle=0,$$
where the vector $\chi$ is fixed and the real number $e$ tends to zero. The state $\varphi$ is the one whose expectation value is wanted, and $\chi$ is the contamination of the trial state.

This choice fixes the overlap $\langle\psi,\varphi\rangle=1$ and leaves $\psi$ unnormalised, with $\langle\psi,\psi\rangle=1+e^2\|\chi\|^2$. The weight of the contamination in the normalised trial state is therefore $e^2\|\chi\|^2/(1+e^2\|\chi\|^2)$, which is $e^2/(1+e^2)$ if $\chi$ is a unit vector.

## Two averages that Monte Carlo sampling supplies

In projector Monte Carlo, $\varphi$ is the state reached by the projection and $\psi$ is the trial function that guides the sampling. For an observable $A$ there are two accessible averages, the mixed and the variational estimator:
$$M=\frac{\langle\psi,A\varphi\rangle}{\langle\psi,\varphi\rangle},\qquad V=\frac{\langle\psi,A\psi\rangle}{\langle\psi,\psi\rangle}.$$
The quantity of interest is $\langle\varphi,A\varphi\rangle$, and the extrapolated estimator for it is $2M-V$. For a fixed direction of contamination and without statistical noise, the result below justifies this combination in quantum Monte Carlo as a second-order approximation to the expectation value in the projected state.

## The linear errors cancel

Write
$$a=\langle\varphi,A\varphi\rangle,\quad b=\langle\chi,A\varphi\rangle,\quad c=\langle\chi,A\chi\rangle,\quad n=\|\chi\|^2.$$
Since the overlap of $\psi$ and $\varphi$ is one, the mixed estimator is exactly
$$M=a+e\,b.$$
The numerator of $V$ contains the cross terms $e\langle\varphi,A\chi\rangle$ and $e\langle\chi,A\varphi\rangle$. The symmetry of $A$ makes them equal, so
$$V=\frac{a+2e\,b+e^2c}{1+e^2n}.$$
To first order, the error of $V$ is $2eb$, twice that of $M$. Subtracting the target value from the extrapolated estimator gives
$$2M-V-a=a+2eb-V=\frac{(a+2eb)(1+e^2n)-(a+2eb+e^2c)}{1+e^2n},$$
and the terms without a factor $e^2n$ or $e^2c$ drop out:
$$2M-V-a=\frac{e^2\,\bigl[n(a+2eb)-c\bigr]}{1+e^2n}.$$

This identity holds for every real $e$. For $|e|\le1$ the denominator is at least one and $|2eb|\le2|b|$, hence
$$|2M-V-a|\le\bigl[n(|a|+2|b|)+|c|\bigr]\,e^2,$$
which is the claimed $O(e^2)$.

## When second order is the true order

Dividing the exact error by $e^2$ and letting $e\to0$ leaves the coefficient $na-c$. If $\chi\ne0$ and $u=\chi/\|\chi\|$, it equals
$$\|\chi\|^2\bigl(\langle\varphi,A\varphi\rangle-\langle u,Au\rangle\bigr).$$
The quadratic error thus measures how far the expectation value in the contaminating state differs from that in the target state. If the two agree, the error is of higher order.

The mixed estimator alone has the error $eb$. This is $O(e^2)$ only if $|b|\le C|e|$ for some constant $C$ and all small nonzero $e$, which forces $b=0$. So $M$ is accurate to second order exactly when $A$ does not couple $\varphi$ to $\chi$.

A two-level example shows both effects. Take $\varphi=(1,0)$, $\chi=(0,1)$ and the matrix with rows $(0,1)$ and $(1,1)$. Then $a=0$, $b=c=n=1$, and
$$M=e,\qquad 2M-V=\frac{2e^3-e^2}{1+e^2}.$$
At $e=0.1$ the target value is $0$, the mixed estimator gives $0.1$, and the extrapolated one gives about $-0.0079$.

## In a diffusion Monte Carlo run

For an observable that multiplies by a function of the coordinates, such as a local potential, both averages use the same function. A variational run samples configurations from $\psi^2$ and averages it to obtain $V$. A diffusion run with importance sampling draws them from a density proportional to $\psi\varphi$, and the same average gives $M$. The last step is one line of post-processing, `2 * mixed - variational`. If the two runs are independent, with standard errors $\sigma_M$ and $\sigma_V$, the standard error of the result is $\sqrt{4\sigma_M^2+\sigma_V^2}$.

In a fixed-node calculation $\varphi$ is the fixed-node state, and the extrapolation does not remove the difference between that state and the exact one. For the energy of an eigenstate $\varphi$ of the Hamiltonian $H$ the extrapolation is unnecessary: with $A=H$, the mixed estimator already equals the eigenvalue.

## The statement in Lean

The space `E` is a real inner product space of any dimension, and it need not be complete. The observable is a linear map `A : E →ₗ[ℝ] E`, and `A.IsSymmetric` says that $\langle Ax,y\rangle=\langle x,Ay\rangle$ for all $x,y$. The hypotheses `hφ` and `hχ` are the normalisation of $\varphi$ and the orthogonality of $\chi$. Nothing requires $\varphi$ to be an eigenvector of $A$ or of any Hamiltonian.

The definitions `trial`, `mixed`, `variational` and `extrapolated` are $\psi$, $M$, $V$ and $2M-V$. The main theorem, `extrapolated_isBigO`, says that the function of `e` given by the extrapolated estimator minus `⟪φ, A φ⟫_ℝ` is `=O[𝓝 0]` of `e ^ 2`: near $e=0$ its absolute value is at most a constant times $e^2$. The constant may depend on $A$, $\varphi$ and $\chi$.

The model has three restrictions. States are real, so complex wave functions are not treated. The operator is defined on all of `E`, so a differential operator fits only if `E` is a space of functions that it maps into itself and that contains $\varphi$ and $\chi$. The averages are exact inner products, without sampling noise, time-step error or population bias.

## Letting the trial state approach from any direction

The smallness could also be measured by the distance $\|\psi-\varphi\|$, with $\psi$ an arbitrary vector near $\varphi$. The claim would then be an error of order $\|\psi-\varphi\|^2$, uniform in the direction of approach, and it would cover trial functions whose shape changes as they improve. The price is a condition on $A$. The bound contains $|\langle\chi,A\chi\rangle|$, which must be controlled by a multiple of $\|\chi\|^2$ for all $\chi$ at once. A bounded $A$ suffices, and in finite dimension every linear operator is bounded. With $\chi$ fixed, as here, $\langle\chi,A\chi\rangle$ is just a number and no boundedness is needed.

## The complete file

```lean
import Mathlib

open Filter Topology Asymptotics
open scoped InnerProductSpace

namespace ExtrapolatedEstimator

noncomputable section

variable {E : Type*} [NormedAddCommGroup E] [InnerProductSpace ℝ E]

/-- The trial state `φ + e χ`: the state `φ` with an admixture of `χ` of amplitude `e`. -/
def trial (φ χ : E) (e : ℝ) : E := φ + e • χ

/-- The mixed estimator `⟨ψ, A φ⟩ / ⟨ψ, φ⟩` of the observable `A`. -/
def mixed (A : E →ₗ[ℝ] E) (ψ φ : E) : ℝ := ⟪ψ, A φ⟫_ℝ / ⟪ψ, φ⟫_ℝ

/-- The variational estimator `⟨ψ, A ψ⟩ / ⟨ψ, ψ⟩` of the observable `A`. -/
def variational (A : E →ₗ[ℝ] E) (ψ : E) : ℝ := ⟪ψ, A ψ⟫_ℝ / ⟪ψ, ψ⟫_ℝ

/-- The extrapolated estimator: twice the mixed estimator minus the variational one. -/
def extrapolated (A : E →ₗ[ℝ] E) (ψ φ : E) : ℝ := 2 * mixed A ψ φ - variational A ψ

/-- The mixed estimator differs from the expectation value in `φ` by exactly `e ⟨χ, A φ⟩`. -/
theorem mixed_trial (A : E →ₗ[ℝ] E) {φ χ : E} (hφ : ‖φ‖ = 1) (hχ : ⟪φ, χ⟫_ℝ = 0) (e : ℝ) :
    mixed A (trial φ χ e) φ = ⟪φ, A φ⟫_ℝ + e * ⟪χ, A φ⟫_ℝ := by
  have h1 : ⟪φ, φ⟫_ℝ = 1 := by rw [real_inner_self_eq_norm_sq, hφ]; norm_num
  have h2 : ⟪χ, φ⟫_ℝ = 0 := (real_inner_comm _ _).trans hχ
  -- the overlap of trial state and `φ` is one
  simp only [mixed, trial, inner_add_left, real_inner_smul_left, h1, h2, mul_zero, add_zero,
    div_one]

/-- The variational estimator as an explicit rational function of the amplitude `e`. -/
theorem variational_trial {A : E →ₗ[ℝ] E} (hA : A.IsSymmetric) {φ χ : E} (hφ : ‖φ‖ = 1)
    (hχ : ⟪φ, χ⟫_ℝ = 0) (e : ℝ) :
    variational A (trial φ χ e) =
      (⟪φ, A φ⟫_ℝ + 2 * e * ⟪χ, A φ⟫_ℝ + e ^ 2 * ⟪χ, A χ⟫_ℝ) / (1 + e ^ 2 * ‖χ‖ ^ 2) := by
  have h1 : ⟪φ, φ⟫_ℝ = 1 := by rw [real_inner_self_eq_norm_sq, hφ]; norm_num
  have h2 : ⟪χ, φ⟫_ℝ = 0 := (real_inner_comm _ _).trans hχ
  -- symmetry of `A` makes the two cross terms equal
  have hs : ⟪φ, A χ⟫_ℝ = ⟪χ, A φ⟫_ℝ := (hA φ χ).symm.trans (real_inner_comm _ _)
  have num : ⟪trial φ χ e, A (trial φ χ e)⟫_ℝ =
      ⟪φ, A φ⟫_ℝ + 2 * e * ⟪χ, A φ⟫_ℝ + e ^ 2 * ⟪χ, A χ⟫_ℝ := by
    simp only [trial, map_add, map_smul, inner_add_left, inner_add_right,
      real_inner_smul_left, real_inner_smul_right, hs]
    ring
  have den : ⟪trial φ χ e, trial φ χ e⟫_ℝ = 1 + e ^ 2 * ‖χ‖ ^ 2 := by
    simp only [trial, inner_add_left, inner_add_right, real_inner_smul_left,
      real_inner_smul_right, h1, h2, hχ, real_inner_self_eq_norm_sq χ]
    ring
  rw [variational, num, den]

/-- The exact error of the extrapolated estimator, for every amplitude `e`. -/
theorem extrapolated_error {A : E →ₗ[ℝ] E} (hA : A.IsSymmetric) {φ χ : E} (hφ : ‖φ‖ = 1)
    (hχ : ⟪φ, χ⟫_ℝ = 0) (e : ℝ) :
    extrapolated A (trial φ χ e) φ - ⟪φ, A φ⟫_ℝ =
      e ^ 2 * (‖χ‖ ^ 2 * (⟪φ, A φ⟫_ℝ + 2 * e * ⟪χ, A φ⟫_ℝ) - ⟪χ, A χ⟫_ℝ) /
        (1 + e ^ 2 * ‖χ‖ ^ 2) := by
  have hD : 1 + e ^ 2 * ‖χ‖ ^ 2 ≠ 0 := by positivity
  rw [extrapolated, mixed_trial A hφ hχ, variational_trial hA hφ hχ]
  field_simp
  ring

/-- An explicit quadratic bound on the error of the extrapolated estimator for `|e| ≤ 1`. -/
theorem extrapolated_error_bound {A : E →ₗ[ℝ] E} (hA : A.IsSymmetric) {φ χ : E}
    (hφ : ‖φ‖ = 1) (hχ : ⟪φ, χ⟫_ℝ = 0) {e : ℝ} (he : |e| ≤ 1) :
    |extrapolated A (trial φ χ e) φ - ⟪φ, A φ⟫_ℝ| ≤
      (‖χ‖ ^ 2 * (|⟪φ, A φ⟫_ℝ| + 2 * |⟪χ, A φ⟫_ℝ|) + |⟪χ, A χ⟫_ℝ|) * e ^ 2 := by
  have hD : 0 < 1 + e ^ 2 * ‖χ‖ ^ 2 := by positivity
  rw [extrapolated_error hA hφ hχ, abs_div, abs_mul, abs_of_nonneg (sq_nonneg e),
    abs_of_pos hD, div_le_iff₀ hD]
  generalize ⟪φ, A φ⟫_ℝ = a
  generalize ⟪χ, A φ⟫_ℝ = b
  generalize ⟪χ, A χ⟫_ℝ = c
  have h1 : |2 * e * b| ≤ 2 * |b| := by
    rw [abs_mul, abs_mul, abs_two]
    nlinarith [mul_le_mul_of_nonneg_right he (abs_nonneg b)]
  have h2 : |a + 2 * e * b| ≤ |a| + 2 * |b| := (abs_add_le _ _).trans (by linarith)
  have h3 : |‖χ‖ ^ 2 * (a + 2 * e * b) - c| ≤ ‖χ‖ ^ 2 * (|a| + 2 * |b|) + |c| := by
    have h4 : |‖χ‖ ^ 2 * (a + 2 * e * b) - c| ≤ |‖χ‖ ^ 2 * (a + 2 * e * b)| + |c| := by
      simpa only [Real.norm_eq_abs] using norm_sub_le (‖χ‖ ^ 2 * (a + 2 * e * b)) c
    rw [abs_mul, abs_of_nonneg (sq_nonneg ‖χ‖)] at h4
    have h5 := mul_le_mul_of_nonneg_left h2 (sq_nonneg ‖χ‖)
    linarith
  have h6 := mul_le_mul_of_nonneg_left h3 (sq_nonneg e)
  -- the norm of the trial state is at least one, so the denominator only helps
  have h7 : 0 ≤ (‖χ‖ ^ 2 * (|a| + 2 * |b|) + |c|) * e ^ 2 * (e ^ 2 * ‖χ‖ ^ 2) := by positivity
  linarith

/-- The extrapolated estimator equals the expectation value of `A` in `φ` up to an error
of second order in the amplitude `e` of the admixture. -/
theorem extrapolated_isBigO {A : E →ₗ[ℝ] E} (hA : A.IsSymmetric) {φ χ : E} (hφ : ‖φ‖ = 1)
    (hχ : ⟪φ, χ⟫_ℝ = 0) :
    (fun e : ℝ => extrapolated A (trial φ χ e) φ - ⟪φ, A φ⟫_ℝ) =O[𝓝 0]
      fun e : ℝ => e ^ 2 := by
  refine IsBigO.of_bound
    (‖χ‖ ^ 2 * (|⟪φ, A φ⟫_ℝ| + 2 * |⟪χ, A φ⟫_ℝ|) + |⟪χ, A χ⟫_ℝ|) ?_
  filter_upwards [Metric.closedBall_mem_nhds (0 : ℝ) one_pos] with e he
  have he' : |e| ≤ 1 := by simpa using he
  rw [Real.norm_eq_abs, Real.norm_eq_abs, abs_of_nonneg (sq_nonneg e)]
  exact extrapolated_error_bound hA hφ hχ he'

/-- The error of the extrapolated estimator divided by `e ^ 2` tends to
`‖χ‖² ⟨φ, A φ⟩ - ⟨χ, A χ⟩` as `e` tends to zero. -/
theorem extrapolated_leading_coefficient {A : E →ₗ[ℝ] E} (hA : A.IsSymmetric) {φ χ : E}
    (hφ : ‖φ‖ = 1) (hχ : ⟪φ, χ⟫_ℝ = 0) :
    Tendsto (fun e : ℝ => (extrapolated A (trial φ χ e) φ - ⟪φ, A φ⟫_ℝ) / e ^ 2) (𝓝[≠] 0)
      (𝓝 (‖χ‖ ^ 2 * ⟪φ, A φ⟫_ℝ - ⟪χ, A χ⟫_ℝ)) := by
  have hc : Continuous fun e : ℝ =>
      (‖χ‖ ^ 2 * (⟪φ, A φ⟫_ℝ + 2 * e * ⟪χ, A φ⟫_ℝ) - ⟪χ, A χ⟫_ℝ) / (1 + e ^ 2 * ‖χ‖ ^ 2) :=
    Continuous.div (by fun_prop) (by fun_prop) (fun e => by positivity)
  have t := (hc.tendsto 0).mono_left (nhdsWithin_le_nhds (s := {0}ᶜ))
  have h0 : (‖χ‖ ^ 2 * (⟪φ, A φ⟫_ℝ + 2 * 0 * ⟪χ, A φ⟫_ℝ) - ⟪χ, A χ⟫_ℝ) /
      (1 + 0 ^ 2 * ‖χ‖ ^ 2) = ‖χ‖ ^ 2 * ⟪φ, A φ⟫_ℝ - ⟪χ, A χ⟫_ℝ := by simp
  rw [h0] at t
  refine t.congr' ?_
  filter_upwards [self_mem_nhdsWithin] with e he
  have he' : e ≠ 0 := he
  rw [extrapolated_error hA hφ hχ, mul_div_assoc, mul_div_cancel_left₀ _ (pow_ne_zero 2 he')]

/-- The mixed estimator alone is accurate to second order in `e` exactly when `A` does not
couple `φ` to `χ`. -/
theorem mixed_isBigO_iff (A : E →ₗ[ℝ] E) {φ χ : E} (hφ : ‖φ‖ = 1) (hχ : ⟪φ, χ⟫_ℝ = 0) :
    ((fun e : ℝ => mixed A (trial φ χ e) φ - ⟪φ, A φ⟫_ℝ) =O[𝓝 0] fun e : ℝ => e ^ 2) ↔
      ⟪χ, A φ⟫_ℝ = 0 := by
  have hf : (fun e : ℝ => mixed A (trial φ χ e) φ - ⟪φ, A φ⟫_ℝ) =
      fun e : ℝ => e * ⟪χ, A φ⟫_ℝ := by
    funext e
    rw [mixed_trial A hφ hχ]
    ring
  rw [hf]
  constructor
  · intro h
    -- a linear function of second order has vanishing slope
    have t := (h.trans_isLittleO (isLittleO_pow_id one_lt_two)).tendsto_div_nhds_zero.mono_left
      (nhdsWithin_le_nhds (s := {0}ᶜ))
    have t' : Tendsto (fun _ : ℝ => ⟪χ, A φ⟫_ℝ) (𝓝[≠] 0) (𝓝 0) := by
      refine t.congr' ?_
      filter_upwards [self_mem_nhdsWithin] with e he
      exact mul_div_cancel_left₀ _ he
    exact tendsto_nhds_unique tendsto_const_nhds t'
  · intro h
    simp only [h, mul_zero]
    exact isBigO_zero _ _

/-- The two-level observable with matrix rows `(0, 1)` and `(1, 1)`. -/
def twoLevel : EuclideanSpace ℝ (Fin 2) →ₗ[ℝ] EuclideanSpace ℝ (Fin 2) where
  toFun x := !₂[x 1, x 0 + x 1]
  map_add' x y := by
    ext i
    fin_cases i <;> simp
    ring
  map_smul' r x := by
    ext i
    fin_cases i <;> simp
    ring

/-- The two-level observable is symmetric, the basis states are a unit vector and a vector
orthogonal to it, and both `⟨χ, A φ⟩` and `‖χ‖² ⟨φ, A φ⟩ - ⟨χ, A χ⟩` are nonzero. -/
theorem twoLevel_witness :
    twoLevel.IsSymmetric ∧ ‖(!₂[1, 0] : EuclideanSpace ℝ (Fin 2))‖ = 1 ∧
      ⟪(!₂[1, 0] : EuclideanSpace ℝ (Fin 2)), !₂[0, 1]⟫_ℝ = 0 ∧
      ⟪(!₂[0, 1] : EuclideanSpace ℝ (Fin 2)), twoLevel !₂[1, 0]⟫_ℝ ≠ 0 ∧
      ‖(!₂[0, 1] : EuclideanSpace ℝ (Fin 2))‖ ^ 2 *
          ⟪(!₂[1, 0] : EuclideanSpace ℝ (Fin 2)), twoLevel !₂[1, 0]⟫_ℝ -
        ⟪(!₂[0, 1] : EuclideanSpace ℝ (Fin 2)), twoLevel !₂[0, 1]⟫_ℝ ≠ 0 := by
  refine ⟨?_, ?_, ?_, ?_, ?_⟩
  · intro x y
    simp [twoLevel, PiLp.inner_apply, Fin.sum_univ_two]
    ring
  · simp [EuclideanSpace.norm_eq, Fin.sum_univ_two]
  · simp [PiLp.inner_apply, Fin.sum_univ_two]
  · simp [twoLevel]
  · simp [twoLevel, PiLp.inner_apply, Fin.sum_univ_two]

end

end ExtrapolatedEstimator
```

```lean
#print axioms ExtrapolatedEstimator.extrapolated_error_bound
-- 'ExtrapolatedEstimator.extrapolated_error_bound' depends on axioms: [propext, Classical.choice, Quot.sound]
#print axioms ExtrapolatedEstimator.extrapolated_isBigO
-- 'ExtrapolatedEstimator.extrapolated_isBigO' depends on axioms: [propext, Classical.choice, Quot.sound]
#print axioms ExtrapolatedEstimator.extrapolated_leading_coefficient
-- 'ExtrapolatedEstimator.extrapolated_leading_coefficient' depends on axioms: [propext, Classical.choice, Quot.sound]
#print axioms ExtrapolatedEstimator.mixed_isBigO_iff
-- 'ExtrapolatedEstimator.mixed_isBigO_iff' depends on axioms: [propext, Classical.choice, Quot.sound]
```

## How the proof follows the algebra

**The two estimators.** `mixed_trial` expands the inner products by linearity and inserts $\langle\varphi,\varphi\rangle=1$ and $\langle\chi,\varphi\rangle=0$, which turns the denominator into one. It does not use the symmetry of $A$. That enters in `variational_trial`, where `hs` identifies the two cross terms. The auxiliary statements `num` and `den` are the numerator and denominator of $V$ as computed above.

**The exact error.** `extrapolated_error` substitutes both formulas. The tactic `positivity` shows that $1+e^2\|\chi\|^2$ is nonzero, `field_simp` clears the denominator, and `ring` verifies the polynomial identity in which the linear terms cancel.

**The bound.** `extrapolated_error_bound` starts from the exact error and multiplies through by the positive denominator. The three `generalize` lines replace the inner products by the letters $a$, $b$, $c$, so that only real numbers remain. Steps `h1` to `h3` are the triangle inequality together with $|e|\le1$, and `h6` multiplies the result by $e^2$. The denominator now stands on the right-hand side as a factor $1+e^2n$. Its extra contribution is nonnegative by `h7`, so it can only weaken the inequality to be shown.

**From the bound to the order.** `extrapolated_isBigO` passes the explicit constant to `IsBigO.of_bound`. The closed ball of radius one around zero is a neighbourhood of zero, and on it the previous bound applies.

**The leading coefficient.** In `extrapolated_leading_coefficient` the limit is taken along `𝓝[≠] 0`, that is, through nonzero $e$. The proof considers the exact error with its factor $e^2$ removed. This is a continuous function of $e$, by `hc`, and its value at zero is $na-c$, by `h0`. Away from zero it coincides with the error divided by $e^2$, so the two have the same limit.

**The mixed estimator alone.** `mixed_isBigO_iff` first rewrites the error as $e\,b$. If this is $O(e^2)$, it is also $o(e)$, so its quotient by $e$ tends to zero. For $e\neq0$ that quotient is the constant $b$, and uniqueness of limits gives $b=0$. Conversely, if $b=0$, the error vanishes identically.

**The two-level operator.** `twoLevel` is the matrix of the example, written as a linear map. `twoLevel_witness` checks by direct computation that it satisfies the hypotheses of the main theorem and that both $b$ and $na-c$ are nonzero. By the two preceding theorems, the mixed estimator is then not accurate to second order in this example, while the extrapolated estimator has a genuinely quadratic error.
